# Local kinetic energy of a plane-wave Jastrow function on a line: phase and three-body terms

For N particles on a line, with ħ = m = 1, take an even, twice differentiable u and

    ψ = exp(i Σ_a k_a x_a − Σ_{a<b} u(x_a − x_b)),
    g_a = Σ_{b≠a} u'(x_a − x_b).

The local kinetic energy −½ Σ_a (∂_a²ψ)/ψ should then be

    Σ_a [ k_a²/2 + i k_a g_a − g_a²/2 + ½ Σ_{b≠a} u''(x_a − x_b) ].

I read the imaginary term as the phase error that backflow addresses, and g_a² as the source of three-body terms. Can this be made rigorous and machine-checked, signs and pair counting included?

## Two derivatives of one exponent

Yes: the formula holds at every configuration, for all real k_a. Write J for the pair sum in the exponent. Moving particle a changes the pairs in which a comes first and those in which it comes second:

    ∂_a J = Σ_{b>a} u'(x_a − x_b) − Σ_{b<a} u'(x_b − x_a).

Since u is even, u' is odd, so the second term, its minus sign included, equals +Σ_{b<a} u'(x_a − x_b), and ∂_a J = g_a. Hence

    ∂_a ψ = (i k_a − g_a) ψ.

Differentiating again, with ∂_a g_a = Σ_{b≠a} u''(x_a − x_b), gives

    ∂_a² ψ = [(i k_a − g_a)² − Σ_{b≠a} u''(x_a − x_b)] ψ.

The square is −k_a² − 2i k_a g_a + g_a². Dividing by ψ, which never vanishes, multiplying by −½ and summing over a gives the formula.

The imaginary part regroups into pairs:

    Σ_a k_a g_a = Σ_{a<b} (k_a − k_b) u'(x_a − x_b).

If the potential is real, the local energy of an exact eigenstate is a real constant, so a nonzero imaginary part is an error of ψ. A backflow shift x_a → x_a + Σ_{b≠a} η(x_a − x_b) in the plane waves, with η odd, adds a phase of the same pair form, with η in place of u'. This phase enters the local energy through its first and second derivatives, not directly. The three-body terms are the products u'(x_a − x_b) u'(x_a − x_c) with a, b, c distinct, which occur in g_a² once N ≥ 3.

## Three particles with u(r) = r²/2

Here u'(r) = r and u'' = 1. Number the particles 0, 1, 2 and take x = (0, 1, 3), k = (1, 0, −1). Then g = (−4, −1, 5), and the four terms sum to

    1 − 9i − 21 + 3 = −17 − 9i.

The pair formula gives the same imaginary part: −1 − 6 − 2 = −9. Of the −21, the three-body products contribute −7. For this quadratic u they add up to a sum over pairs, −½ Σ_{a<b} (x_a − x_b)²; a general u allows no such reduction.

## The Lean file and its reading

```lean
import Mathlib

open Complex

namespace PlaneWaveJastrow

noncomputable section

variable {N : ℕ}

/-- The Jastrow exponent: the sum of `u (x_a - x_b)` over pairs `a < b`. -/
def jastrow (u : ℝ → ℝ) (x : Fin N → ℝ) : ℝ :=
  ∑ a, ∑ b with a < b, u (x a - x b)

/-- Plane waves with wave numbers `k_a`, multiplied by the Jastrow factor. -/
def trialWave (k : Fin N → ℝ) (u : ℝ → ℝ) (x : Fin N → ℝ) : ℂ :=
  exp (I * ((∑ a, k a * x a : ℝ) : ℂ) - (jastrow u x : ℂ))

/-- The sum `g_a` of `u' (x_a - x_b)` over all particles `b` other than `a`. -/
def pairDrift (u : ℝ → ℝ) (x : Fin N → ℝ) (a : Fin N) : ℝ :=
  ∑ b with b ≠ a, deriv u (x a - x b)

/-- The partial derivative of a wave function in the coordinate of particle `a`. -/
def partialD (a : Fin N) (f : (Fin N → ℝ) → ℂ) (x : Fin N → ℝ) : ℂ :=
  deriv (fun t : ℝ => f (Function.update x a t)) (x a)

/-- The local kinetic energy `-(1/2) ∑ ∂_a² f / f`, in units with `ħ = m = 1`. -/
def localKinetic (f : (Fin N → ℝ) → ℂ) (x : Fin N → ℝ) : ℂ :=
  -(1 / 2) * ∑ a, (partialD a (partialD a f) x / f x)

/-- The derivative of an even pair function changes sign when the two particles
are exchanged. -/
theorem deriv_exchange {u : ℝ → ℝ} (heven : ∀ r, u (-r) = u r) (y z : ℝ) :
    deriv u (z - y) = -deriv u (y - z) := by
  have h : (fun r => u (-r)) = u := funext heven
  have h2 := deriv_comp_neg u (y - z)
  rw [h, neg_sub] at h2
  linarith

/-- For an antisymmetric pair quantity `F`, the sum over pairs weighted by `c_i - c_j`
equals the sum over particles of `c_i` times the total of `F i j` over the others. -/
theorem sum_pairs_antisymm (F : Fin N → Fin N → ℝ) (hF : ∀ i j, F j i = -F i j)
    (c : Fin N → ℝ) :
    ∑ i, ∑ j with i < j, (c i - c j) * F i j = ∑ i, c i * ∑ j with j ≠ i, F i j := by
  simp only [Finset.sum_filter, Finset.mul_sum]
  -- relabel the particles in the half of the sum that carries `c j`
  have hswap : ∑ i, ∑ j, (if i < j then c j * F i j else 0)
      = ∑ i, ∑ j, (if j < i then c i * F j i else 0) := Finset.sum_comm
  calc _ = ∑ i, ∑ j, (if i < j then c i * F i j else 0)
        - ∑ i, ∑ j, (if i < j then c j * F i j else 0) := by
        rw [← Finset.sum_sub_distrib]
        refine Finset.sum_congr rfl fun i _ => ?_
        rw [← Finset.sum_sub_distrib]
        refine Finset.sum_congr rfl fun j _ => ?_
        split_ifs <;> ring
    _ = _ := by
        rw [hswap, ← Finset.sum_sub_distrib]
        refine Finset.sum_congr rfl fun i _ => ?_
        rw [← Finset.sum_sub_distrib]
        refine Finset.sum_congr rfl fun j _ => ?_
        rw [hF i j]
        rcases lt_trichotomy i j with h | h | h
        · simp [h, h.ne', lt_asymm h]
        · subst h; simp
        · simp [h, h.ne, lt_asymm h]

/-- The rate of change of one particle's coordinate when particle `a` is moved. -/
private theorem hasDerivAt_coord (x : Fin N → ℝ) (a i : Fin N) :
    HasDerivAt (fun t : ℝ => Function.update x a t i) (if i = a then (1 : ℝ) else 0) (x a) := by
  by_cases h : i = a
  · subst h
    rw [if_pos rfl]
    simp only [Function.update_self]
    exact hasDerivAt_id' _
  · rw [if_neg h]
    simp only [Function.update_of_ne h]
    exact hasDerivAt_const _ _

/-- The rate of change of a function of one pair separation when particle `a` is moved. -/
private theorem hasDerivAt_pair {w : ℝ → ℝ} (hw : Differentiable ℝ w) (x : Fin N → ℝ)
    (a i j : Fin N) :
    HasDerivAt (fun t : ℝ => w (Function.update x a t i - Function.update x a t j))
      (((if i = a then (1 : ℝ) else 0) - (if j = a then (1 : ℝ) else 0))
        * deriv w (x i - x j)) (x a) := by
  have h := (hasDerivAt_coord x a i).fun_sub (hasDerivAt_coord x a j)
  have h2 := (hw (x i - x j)).hasDerivAt.comp_of_eq (x a) h (by simp)
  exact h2.congr_deriv (mul_comm _ _)

/-- The derivative of the Jastrow exponent in the coordinate of particle `a` is `g_a`. -/
theorem hasDerivAt_jastrow {u : ℝ → ℝ} (heven : ∀ r, u (-r) = u r)
    (hu : Differentiable ℝ u) (x : Fin N → ℝ) (a : Fin N) :
    HasDerivAt (fun t : ℝ => jastrow u (Function.update x a t)) (pairDrift u x a) (x a) := by
  have h : HasDerivAt (fun t : ℝ => jastrow u (Function.update x a t))
      (∑ i, ∑ j with i < j, ((if i = a then (1 : ℝ) else 0) - (if j = a then (1 : ℝ) else 0))
        * deriv u (x i - x j)) (x a) := by
    unfold jastrow
    exact HasDerivAt.fun_sum fun i _ => HasDerivAt.fun_sum fun j _ => hasDerivAt_pair hu x a i j
  exact h.congr_deriv ((sum_pairs_antisymm (fun i j => deriv u (x i - x j))
    (fun i j => deriv_exchange heven (x i) (x j)) (fun i => if i = a then (1 : ℝ) else 0)).trans
    (by simp [pairDrift]))

/-- The first derivative of the trial function is `∂_a ψ = (i k_a - g_a) ψ`. -/
theorem hasDerivAt_trialWave {u : ℝ → ℝ} (heven : ∀ r, u (-r) = u r)
    (hu : Differentiable ℝ u) (k x : Fin N → ℝ) (a : Fin N) :
    HasDerivAt (fun t : ℝ => trialWave k u (Function.update x a t))
      ((I * k a - pairDrift u x a) * trialWave k u x) (x a) := by
  have hp : HasDerivAt (fun t : ℝ => ∑ i, k i * Function.update x a t i) (k a) (x a) :=
    (HasDerivAt.fun_sum fun i (_ : i ∈ Finset.univ) =>
      (hasDerivAt_coord x a i).const_mul (k i)).congr_deriv (by simp)
  have h := ((hp.ofReal_comp.const_mul I).fun_sub
    (hasDerivAt_jastrow heven hu x a).ofReal_comp).cexp
  refine h.congr_deriv ?_
  simp only [Function.update_eq_self]
  unfold trialWave
  ring

/-- The second derivative is `∂_a² ψ = ((i k_a - g_a)² - ∑ u'' (x_a - x_b)) ψ`, with the sum
over `b ≠ a`. -/
theorem second_partial {u : ℝ → ℝ} (heven : ∀ r, u (-r) = u r) (hu : Differentiable ℝ u)
    (hu' : Differentiable ℝ (deriv u)) (k x : Fin N → ℝ) (a : Fin N) :
    partialD a (partialD a (trialWave k u)) x =
      ((I * k a - pairDrift u x a) ^ 2
        - ∑ b with b ≠ a, ((deriv (deriv u) (x a - x b) : ℝ) : ℂ)) * trialWave k u x := by
  have hfun : partialD a (trialWave k u)
      = fun y => (I * k a - pairDrift u y a) * trialWave k u y :=
    funext fun y => (hasDerivAt_trialWave heven hu k y a).deriv
  have hg : HasDerivAt (fun t : ℝ => pairDrift u (Function.update x a t) a)
      (∑ b with b ≠ a, deriv (deriv u) (x a - x b)) (x a) := by
    unfold pairDrift
    refine HasDerivAt.fun_sum fun b hb => ?_
    have hb' : b ≠ a := (Finset.mem_filter.mp hb).2
    exact (hasDerivAt_pair hu' x a a b).congr_deriv (by simp [hb'])
  -- product rule applied to the first derivative
  have h := ((hasDerivAt_const (x a) (I * (k a : ℂ))).fun_sub hg.ofReal_comp).fun_mul
    (hasDerivAt_trialWave heven hu k x a)
  rw [hfun]
  refine h.deriv.trans ?_
  simp only [Function.update_eq_self]
  push_cast
  ring

/-- The local kinetic energy of the plane-wave Jastrow function is the sum over particles of
`k_a²/2 + i k_a g_a - g_a²/2 + (1/2) ∑ u'' (x_a - x_b)`, the inner sum being over `b ≠ a`. -/
theorem localKinetic_trialWave {u : ℝ → ℝ} (heven : ∀ r, u (-r) = u r)
    (hu : Differentiable ℝ u) (hu' : Differentiable ℝ (deriv u)) (k x : Fin N → ℝ) :
    localKinetic (trialWave k u) x =
      ∑ a, ((k a : ℂ) ^ 2 / 2 + I * k a * pairDrift u x a - (pairDrift u x a : ℂ) ^ 2 / 2
        + 1 / 2 * ∑ b with b ≠ a, ((deriv (deriv u) (x a - x b) : ℝ) : ℂ)) := by
  have hne : trialWave k u x ≠ 0 := Complex.exp_ne_zero _
  unfold localKinetic
  rw [Finset.mul_sum]
  refine Finset.sum_congr rfl fun a _ => ?_
  rw [second_partial heven hu hu', mul_div_cancel_right₀ _ hne]
  linear_combination (-(k a : ℂ) ^ 2 / 2) * Complex.I_sq

/-- The imaginary part of the local kinetic energy is the sum over pairs of
`(k_a - k_b) u' (x_a - x_b)`. -/
theorem localKinetic_im {u : ℝ → ℝ} (heven : ∀ r, u (-r) = u r)
    (hu : Differentiable ℝ u) (hu' : Differentiable ℝ (deriv u)) (k x : Fin N → ℝ) :
    (localKinetic (trialWave k u) x).im =
      ∑ a, ∑ b with a < b, (k a - k b) * deriv u (x a - x b) := by
  refine Eq.trans ?_ (sum_pairs_antisymm (fun i j => deriv u (x i - x j))
    (fun i j => deriv_exchange heven (x i) (x j)) k).symm
  change _ = ∑ a, k a * pairDrift u x a
  rw [localKinetic_trialWave heven hu hu', Complex.im_sum]
  refine Finset.sum_congr rfl fun a _ => ?_
  -- separate the real terms from the phase term
  have h : (k a : ℂ) ^ 2 / 2 + I * k a * pairDrift u x a - (pairDrift u x a : ℂ) ^ 2 / 2
        + 1 / 2 * ∑ b with b ≠ a, ((deriv (deriv u) (x a - x b) : ℝ) : ℂ)
      = ((k a ^ 2 / 2 - pairDrift u x a ^ 2 / 2
          + 1 / 2 * ∑ b with b ≠ a, deriv (deriv u) (x a - x b) : ℝ) : ℂ)
        + ((k a * pairDrift u x a : ℝ) : ℂ) * I := by
    push_cast
    ring
  rw [h, Complex.add_im, Complex.ofReal_im, Complex.mul_im, Complex.ofReal_re,
    Complex.ofReal_im, Complex.I_im, Complex.I_re]
  ring

/-- The quantities `g_a` add up to zero over all particles. -/
theorem sum_pairDrift {u : ℝ → ℝ} (heven : ∀ r, u (-r) = u r) (x : Fin N → ℝ) :
    ∑ a, pairDrift u x a = 0 := by
  have h := sum_pairs_antisymm (fun i j => deriv u (x i - x j))
    (fun i j => deriv_exchange heven (x i) (x j)) (fun _ => 1)
  simpa [pairDrift] using h.symm

/-- The trial function is an eigenfunction of the total momentum `∑ -i ∂_a`, with
eigenvalue `∑ k_a`. -/
theorem total_momentum {u : ℝ → ℝ} (heven : ∀ r, u (-r) = u r)
    (hu : Differentiable ℝ u) (k x : Fin N → ℝ) :
    ∑ a, -I * partialD a (trialWave k u) x = (∑ a, (k a : ℂ)) * trialWave k u x := by
  have h0 : ∑ a, (pairDrift u x a : ℂ) = 0 := by exact_mod_cast sum_pairDrift heven x
  calc _ = ∑ a, ((k a : ℂ) * trialWave k u x + I * trialWave k u x * pairDrift u x a) := by
        refine Finset.sum_congr rfl fun a _ => ?_
        have hd : partialD a (trialWave k u) x
            = (I * k a - pairDrift u x a) * trialWave k u x :=
          (hasDerivAt_trialWave heven hu k x a).deriv
        rw [hd]
        linear_combination (-(k a : ℂ) * trialWave k u x) * Complex.I_sq
    _ = _ := by
        rw [Finset.sum_add_distrib, ← Finset.sum_mul, ← Finset.mul_sum, h0, mul_zero, add_zero]

/-- Giving all `N` particles the same wave number `K` adds `N K²/2` to the local kinetic
energy of the pure Jastrow function. -/
theorem localKinetic_boost {u : ℝ → ℝ} (heven : ∀ r, u (-r) = u r)
    (hu : Differentiable ℝ u) (hu' : Differentiable ℝ (deriv u)) (K : ℝ) (x : Fin N → ℝ) :
    localKinetic (trialWave (fun _ => K) u) x =
      (N : ℂ) * ((K : ℂ) ^ 2 / 2) + localKinetic (trialWave (fun _ => 0) u) x := by
  have h0 : ∑ a, (pairDrift u x a : ℂ) = 0 := by exact_mod_cast sum_pairDrift heven x
  rw [localKinetic_trialWave heven hu hu', localKinetic_trialWave heven hu hu',
    ← sub_eq_iff_eq_add, ← Finset.sum_sub_distrib]
  calc _ = ∑ a, ((K : ℂ) ^ 2 / 2 + I * K * pairDrift u x a) := by
        refine Finset.sum_congr rfl fun a _ => ?_
        push_cast
        ring
    _ = _ := by
        rw [Finset.sum_add_distrib, ← Finset.mul_sum, h0]
        simp

end

end PlaneWaveJastrow
```

```lean
#print axioms PlaneWaveJastrow.localKinetic_trialWave
#print axioms PlaneWaveJastrow.localKinetic_im
#print axioms PlaneWaveJastrow.total_momentum
#print axioms PlaneWaveJastrow.localKinetic_boost
```

```
'PlaneWaveJastrow.localKinetic_trialWave' depends on axioms: [propext, Classical.choice, Quot.sound]
'PlaneWaveJastrow.localKinetic_im' depends on axioms: [propext, Classical.choice, Quot.sound]
'PlaneWaveJastrow.total_momentum' depends on axioms: [propext, Classical.choice, Quot.sound]
'PlaneWaveJastrow.localKinetic_boost' depends on axioms: [propext, Classical.choice, Quot.sound]
```

A configuration is a function `Fin N → ℝ`. `trialWave` is ψ, `jastrow` is J and `pairDrift u x a` is g_a. `partialD` differentiates along one coordinate, with `Function.update` moving that particle alone, and `localKinetic` is written for a general complex wave function; it has its usual meaning where that function is nonzero and twice differentiable in each coordinate.

The hypothesis `heven` says that the correlation depends only on distance. `hu` and `hu'` require u and u' to be differentiable everywhere, including at zero separation, which excludes cusps and hard cores. ψ is a single product of plane waves times a Jastrow factor; it is neither symmetrised nor antisymmetrised, so with unequal k_a it does not describe identical spinless particles, and it contains no backflow coordinates. Since |ψ|² = exp(−2J) depends only on the differences x_a − x_b, ψ is not normalisable on the whole line for N ≥ 1, and this includes the three-particle example above. If u has period L and every k_a is an integer multiple of 2π/L, then ψ is periodic and can be normalised on a ring of length L. Variational Monte Carlo can then sample |ψ|², and the formula supplies the kinetic part of the local energy for this product form, not for a Slater determinant.

## How the proof follows the calculation

`deriv_exchange` proves that u' is odd. `sum_pairs_antisymm` does the pair counting: for antisymmetric F, it turns a sum over i < j weighted by c_i − c_j into a sum over particles. With c equal to 1 at particle a and 0 elsewhere, it yields ∂_a J = g_a in `hasDerivAt_jastrow`.

`hasDerivAt_trialWave` applies the chain rule to the exponential. `second_partial` first establishes that derivative as an identity between functions, then applies the product rule. `localKinetic_trialWave` cancels ψ and uses `Complex.I_sq` to finish the algebra.

The same counting lemma with c = k gives the pair form of the imaginary part, `localKinetic_im`. With c = 1 it gives Σ_a g_a = 0 (`sum_pairDrift`), from which two results follow:

- `total_momentum`: ψ satisfies the eigenvalue equation for total momentum, with eigenvalue Σ_a k_a.
- `localKinetic_boost`: giving every particle the same wave number K adds exactly N K²/2 to the local kinetic energy of the pure Jastrow function.
